# In a kagome lattice with straight bond lines in three pairwise independent directions, zero modes and self-stresses are counted by the Bloch factors equal to one

A kagome cell has sites $0,1,2$ with complex displacement amplitudes $X_0,X_1,X_2\in\mathbb C^2$, real bond directions $e_0,e_1,e_2\in\mathbb R^2$ and complex Bloch factors $z_0,z_1,z_2$, with all site and line indices taken modulo 3. Line $i$ is straight and carries two bonds per cell, with extensions $e_i\cdot(X_{i+1}-X_i)$ and $e_i\cdot(z_iX_i-X_{i+1})$; a zero mode is a set of displacements that stretches no bond, and a self-stress is a set of bond tensions that balances on every site.

```lean
import Mathlib

open Matrix
open scoped ComplexOrder

namespace KagomeZeroModes

noncomputable section

/-- The compatibility matrix of the kagome lattice. Rows are bonds `(i, 0)` and `(i, 1)` along
the direction `e i`, columns are sites with a Cartesian component, and `z i` is the Bloch factor
for one lattice step along line `i`. -/
def compat (e : Fin 3 → Fin 2 → ℝ) (z : Fin 3 → ℂ) :
    Matrix (Fin 3 × Fin 2) (Fin 3 × Fin 2) ℂ := fun b s =>
  if b.2 = 0 then
    ((if s.1 = b.1 + 1 then 1 else 0) - (if s.1 = b.1 then 1 else 0)) * (e b.1 s.2 : ℂ)
  else
    ((if s.1 = b.1 then z b.1 else 0) - (if s.1 = b.1 + 1 then 1 else 0)) * (e b.1 s.2 : ℂ)

/-- The three bond directions in the plane are pairwise linearly independent: each pair spans a
parallelogram of non-zero area. -/
def PairwiseIndependent (e : Fin 3 → Fin 2 → ℝ) : Prop :=
  ∀ i, e i 0 * e (i + 1) 1 - e i 1 * e (i + 1) 0 ≠ 0

/-- The first bond of line `i` is stretched by `e i · (X (i+1) - X i)`. -/
theorem extension_within_cell (e : Fin 3 → Fin 2 → ℝ) (z : Fin 3 → ℂ)
    (X : Fin 3 × Fin 2 → ℂ) (i : Fin 3) :
    (compat e z *ᵥ X) (i, 0) = ∑ c, (e i c : ℂ) * (X (i + 1, c) - X (i, c)) := by
  fin_cases i <;>
    simp [compat, Matrix.mulVec, dotProduct, Fintype.sum_prod_type, Fin.sum_univ_three,
      Fin.sum_univ_two] <;> ring

/-- The second bond of line `i`, which leads to the next cell, is stretched by
`e i · (z i X i - X (i+1))`. -/
theorem extension_to_next_cell (e : Fin 3 → Fin 2 → ℝ) (z : Fin 3 → ℂ)
    (X : Fin 3 × Fin 2 → ℂ) (i : Fin 3) :
    (compat e z *ᵥ X) (i, 1) = ∑ c, (e i c : ℂ) * (z i * X (i, c) - X (i + 1, c)) := by
  fin_cases i <;>
    simp [compat, Matrix.mulVec, dotProduct, Fintype.sum_prod_type, Fin.sum_univ_three,
      Fin.sum_univ_two] <;> ring

/-- At site `i+1`, the conjugate transpose applied to bond tensions `t` gives a tension difference
along each of the two lines that cross there, with the conjugate of `z (i+1)` as a factor on the
second tension of line `i+1`. -/
theorem site_force (e : Fin 3 → Fin 2 → ℝ) (z : Fin 3 → ℂ)
    (t : Fin 3 × Fin 2 → ℂ) (i : Fin 3) (c : Fin 2) :
    ((compat e z)ᴴ *ᵥ t) (i + 1, c) =
      (e (i + 1) c : ℂ) * (star (z (i + 1)) * t (i + 1, 1) - t (i + 1, 0))
        + (e i c : ℂ) * (t (i, 0) - t (i, 1)) := by
  fin_cases i <;>
    simp [compat, Matrix.mulVec, dotProduct, Fintype.sum_prod_type, Fin.sum_univ_three,
      Fin.sum_univ_two] <;> ring

/-- For pairwise independent bond directions, tensions balance on every site exactly when the two
bonds of each line carry equal tension and every line with `z i ≠ 1` carries none. -/
theorem selfStress_iff {e : Fin 3 → Fin 2 → ℝ} (h : PairwiseIndependent e) (z : Fin 3 → ℂ)
    (t : Fin 3 × Fin 2 → ℂ) :
    (compat e z)ᴴ *ᵥ t = 0 ↔ ∀ i, t (i, 0) = t (i, 1) ∧ (z i ≠ 1 → t (i, 0) = 0) := by
  have hc : ∀ i : Fin 3, i + 2 + 1 = i := by decide
  constructor
  · intro ht
    -- two independent directions meet at each site, so each line balances separately
    have key : ∀ i, t (i, 0) - t (i, 1) = 0 ∧
        star (z (i + 1)) * t (i + 1, 1) - t (i + 1, 0) = 0 := by
      intro i
      have hD : (e i 0 : ℂ) * (e (i + 1) 1 : ℂ) - (e i 1 : ℂ) * (e (i + 1) 0 : ℂ) ≠ 0 := by
        exact_mod_cast h i
      have h0 := (site_force e z t i 0).symm.trans (congrFun ht (i + 1, 0))
      have h1 := (site_force e z t i 1).symm.trans (congrFun ht (i + 1, 1))
      rw [Pi.zero_apply] at h0 h1
      constructor
      · apply (mul_eq_zero.1 _).resolve_left hD
        linear_combination (e (i + 1) 1 : ℂ) * h0 - (e (i + 1) 0 : ℂ) * h1
      · apply (mul_eq_zero.1 _).resolve_left hD
        linear_combination (e i 0 : ℂ) * h1 - (e i 1 : ℂ) * h0
    intro i
    have h1 := (key i).1
    have h2 := (key (i + 2)).2
    rw [hc i] at h2
    refine ⟨sub_eq_zero.1 h1, fun hz => ?_⟩
    have hs : star (z i) - 1 ≠ 0 := by
      refine sub_ne_zero.2 fun hs => hz ?_
      rw [← star_star (z i), hs, star_one]
    apply (mul_eq_zero.1 _).resolve_left hs
    linear_combination h2 + star (z i) * h1
  · intro H
    have hk : ∀ k, star (z k) * t (k, 1) - t (k, 0) = 0 := by
      intro k
      by_cases hz : z k = 1
      · rw [hz, (H k).1, star_one, one_mul, sub_self]
      · rw [← (H k).1, (H k).2 hz, mul_zero, sub_self]
    funext ⟨j, c⟩
    have hf := site_force e z t (j + 2) c
    rw [hk, (H (j + 2)).1, sub_self, mul_zero, mul_zero, add_zero, hc j] at hf
    exact hf

/-- For pairwise independent bond directions, the space of self-stresses has dimension equal to the
number of lines with `z i = 1`. -/
theorem finrank_selfStress {e : Fin 3 → Fin 2 → ℝ} (h : PairwiseIndependent e)
    (z : Fin 3 → ℂ) :
    Module.finrank ℂ (LinearMap.ker ((compat e z)ᴴ).mulVecLin)
      = Fintype.card {i // z i = 1} := by
  -- a self-stress is read off from the tension of each line with `z i = 1`
  let f : LinearMap.ker ((compat e z)ᴴ).mulVecLin →ₗ[ℂ] ({i // z i = 1} → ℂ) :=
    { toFun := fun t i => t.1 (i.1, 0)
      map_add' := fun _ _ => rfl
      map_smul' := fun _ _ => rfl }
  have hf : Function.Bijective f := by
    constructor
    · intro s t hst
      have hs := (selfStress_iff h z s.1).1 (LinearMap.mem_ker.1 s.2)
      have ht := (selfStress_iff h z t.1).1 (LinearMap.mem_ker.1 t.2)
      apply Subtype.ext
      funext ⟨i, c⟩
      have e0 : s.1 (i, 0) = t.1 (i, 0) := by
        by_cases hz : z i = 1
        · exact congrFun hst ⟨i, hz⟩
        · rw [(hs i).2 hz, (ht i).2 hz]
      fin_cases c
      · exact e0
      · exact (hs i).1.symm.trans (e0.trans (ht i).1)
    · intro s
      obtain ⟨t, ht⟩ : ∃ t : Fin 3 × Fin 2 → ℂ,
          t = fun b => if hb : z b.1 = 1 then s ⟨b.1, hb⟩ else 0 := ⟨_, rfl⟩
      have hm : (compat e z)ᴴ *ᵥ t = 0 :=
        (selfStress_iff h z t).2 fun i => ⟨by simp [ht], fun hz => by simp [ht, hz]⟩
      refine ⟨⟨t, LinearMap.mem_ker.2 hm⟩, ?_⟩
      funext i
      change t (i.1, 0) = s i
      simp [ht, i.2]
  rw [(LinearEquiv.ofBijective f hf).finrank_eq, Module.finrank_fintype_fun_eq_card]

/-- For pairwise independent bond directions, the space of zero modes has dimension equal to the
number of lines with `z i = 1`. -/
theorem finrank_zeroModes {e : Fin 3 → Fin 2 → ℝ} (h : PairwiseIndependent e)
    (z : Fin 3 → ℂ) :
    Module.finrank ℂ (LinearMap.ker (compat e z).mulVecLin) = Fintype.card {i // z i = 1} := by
  have h1 := LinearMap.finrank_range_add_finrank_ker (compat e z).mulVecLin
  have h2 := LinearMap.finrank_range_add_finrank_ker ((compat e z)ᴴ).mulVecLin
  have h3 : Module.finrank ℂ (LinearMap.range ((compat e z)ᴴ).mulVecLin)
      = Module.finrank ℂ (LinearMap.range (compat e z).mulVecLin) :=
    Matrix.rank_conjTranspose (compat e z)
  rw [← finrank_selfStress h z]
  omega

/-- For pairwise independent bond directions, the kagome lattice has a non-zero zero mode if and
only if some Bloch factor `z i` equals one, and it has a non-zero self-stress under the same
condition. -/
theorem zeroMode_and_selfStress_iff {e : Fin 3 → Fin 2 → ℝ} (h : PairwiseIndependent e)
    (z : Fin 3 → ℂ) :
    ((∃ X, X ≠ 0 ∧ compat e z *ᵥ X = 0) ↔ ∃ i, z i = 1) ∧
      ((∃ t, t ≠ 0 ∧ (compat e z)ᴴ *ᵥ t = 0) ↔ ∃ i, z i = 1) := by
  have hS : (∃ t, t ≠ 0 ∧ (compat e z)ᴴ *ᵥ t = 0) ↔ ∃ i, z i = 1 := by
    constructor
    · rintro ⟨t, ht0, ht⟩
      by_contra hz
      have H := (selfStress_iff h z t).1 ht
      have h0 : ∀ i, t (i, 0) = 0 := fun i => (H i).2 fun hi => hz ⟨i, hi⟩
      apply ht0
      funext ⟨i, c⟩
      fin_cases c
      · exact h0 i
      · exact (H i).1.symm.trans (h0 i)
    · rintro ⟨i, hi⟩
      -- unit tension along the whole line `i`
      refine ⟨fun b => if b.1 = i then 1 else 0, fun h0 => ?_, (selfStress_iff h z _).2
        fun j => ⟨rfl, fun hj => if_neg fun hji : j = i => hj (by rw [hji]; exact hi)⟩⟩
      have := congrFun h0 (i, 0)
      simp at this
  refine ⟨?_, hS⟩
  -- a square matrix and its conjugate transpose are singular together
  rw [← hS, Matrix.exists_mulVec_eq_zero_iff, Matrix.exists_mulVec_eq_zero_iff,
    Matrix.det_conjTranspose, star_eq_zero]

/-- When the bond directions are pairwise independent and all three Bloch factors equal one, there
are exactly three independent zero modes. -/
theorem three_zeroModes_at_zero_wavevector {e : Fin 3 → Fin 2 → ℝ}
    (h : PairwiseIndependent e) :
    Module.finrank ℂ (LinearMap.ker (compat e fun _ => 1).mulVecLin) = 3 := by
  rw [finrank_zeroModes h]
  simp [Fintype.card_subtype]

/-- Unit bond vectors of the regular kagome lattice, at 120 degrees to each other. -/
def regularBonds : Fin 3 → Fin 2 → ℝ :=
  ![![1, 0], ![-1 / 2, √3 / 2], ![-1 / 2, -(√3 / 2)]]

/-- The bond directions of the regular kagome lattice are pairwise independent. -/
theorem regularBonds_witness : PairwiseIndependent regularBonds := by
  intro i
  have hv : regularBonds i 0 * regularBonds (i + 1) 1
      - regularBonds i 1 * regularBonds (i + 1) 0 = √3 / 2 := by
    fin_cases i <;> simp [regularBonds]
    ring
  rw [hv]
  positivity

/-- In the regular kagome lattice with unit bonds and lattice vectors `2 e i`, a zero mode of
wavevector `k` exists exactly when `k · e i` is an integer multiple of `π` for some `i`. -/
theorem regular_zeroMode_lines (k : Fin 2 → ℝ) :
    (∃ X, X ≠ 0 ∧ compat regularBonds
        (fun i => Complex.exp (((2 * (k ⬝ᵥ regularBonds i) : ℝ) : ℂ) * Complex.I)) *ᵥ X = 0) ↔
      ∃ i, ∃ n : ℤ, k ⬝ᵥ regularBonds i = n * Real.pi := by
  rw [(zeroMode_and_selfStress_iff regularBonds_witness _).1]
  refine exists_congr fun i => ?_
  rw [Complex.exp_eq_one_iff]
  refine exists_congr fun n => ?_
  have hn : (n : ℂ) * (2 * (Real.pi : ℂ) * Complex.I)
      = ((n * (2 * Real.pi) : ℝ) : ℂ) * Complex.I := by
    push_cast
    ring
  rw [hn, mul_left_inj' Complex.I_ne_zero, Complex.ofReal_inj]
  constructor <;> intro h <;> linarith

end

end KagomeZeroModes
```

```lean
#print axioms KagomeZeroModes.extension_to_next_cell
-- 'KagomeZeroModes.extension_to_next_cell' depends on axioms: [propext, Classical.choice, Quot.sound]
#print axioms KagomeZeroModes.zeroMode_and_selfStress_iff
-- 'KagomeZeroModes.zeroMode_and_selfStress_iff' depends on axioms: [propext, Classical.choice, Quot.sound]
#print axioms KagomeZeroModes.three_zeroModes_at_zero_wavevector
-- 'KagomeZeroModes.three_zeroModes_at_zero_wavevector' depends on axioms: [propext, Classical.choice, Quot.sound]
#print axioms KagomeZeroModes.regular_zeroMode_lines
-- 'KagomeZeroModes.regular_zeroMode_lines' depends on axioms: [propext, Classical.choice, Quot.sound]
```

## What is counted

Let $C$ be the $6\times 6$ matrix that takes the displacements to the six extensions. Zero modes form $\ker C$ and self-stresses form $\ker C^\dagger$. If the three directions are pairwise independent, then

$$\dim\ker C=\dim\ker C^\dagger=\#\{\,i : z_i=1\,\}.$$

These are the theorems `finrank_zeroModes` and `finrank_selfStress`. The existence criterion, `zeroMode_and_selfStress_iff`, says that a non-zero zero mode exists if and only if some $z_i=1$, and that the same condition decides whether a non-zero self-stress exists. When all three factors are one, `three_zeroModes_at_zero_wavevector` gives a zero-mode space of dimension 3.

In Lean, $C$ is `compat e z`. Its rows are labelled by a line and one of the two bonds on it, its columns by a site and a Cartesian component. Both label types are `Fin 3 × Fin 2`, and addition in `Fin 3` supplies the cyclic indices. The product `*ᵥ` is a matrix acting on a vector, `ᴴ` is the conjugate transpose, and `Module.finrank ℂ` is the complex dimension. The theorems `extension_within_cell` and `extension_to_next_cell` confirm that the matrix entries produce the two extensions given at the start.

The hypothesis `PairwiseIndependent e` states that

$$D_i=e_{i,0}\,e_{i+1,1}-e_{i,1}\,e_{i+1,0}\neq0\qquad\text{for every } i,$$

where the second subscript is the Cartesian component, 0 or 1. Physically, the two bond lines that cross at a site are never parallel.

## Springs, waves and the range of the model

The extensions are those of central-force bonds between nearest neighbours, to first order in the displacements. The vectors $e_i$ need not have unit length: a different length rescales both extensions on line $i$ by the same factor and leaves the zero modes unchanged.

For a travelling wave $|z_i|=1$, and $z_i$ is the phase factor gained over one lattice step along line $i$. The theorems allow any complex $z_i$, and they treat the three factors as independent. In a periodic lattice whose three steps add up to zero, the factors also satisfy $z_0z_1z_2=1$, so exactly two of them cannot equal one. If $z_i\neq0$ and $|z_i|\neq1$, the displacement amplitude grows or decays along the line, and $C^\dagger$ then describes tensions with Bloch factor $1/\bar z_i$ instead of $z_i$. The value $z_i=0$ is covered by the algebra but is not the Bloch factor of any lattice wave.

If the sites move only in the plane, then in a harmonic model with unstressed nearest-neighbour springs of positive stiffness and with positive masses, the zero modes at a real wavevector are the zero-frequency phonons, so the count provides a check on a lattice-dynamics calculation for that model. Bending forces, prestress, longer-range springs and free edges are not included.

## Each line balances separately

Write $t_{i,0}$ and $t_{i,1}$ for the tensions of the two bonds on line $i$. Site $i+1$ lies on lines $i$ and $i+1$, and the corresponding components of $C^\dagger t$ are

$$(C^\dagger t)_{i+1}=e_{i+1}\,p_i+e_i\,q_i,$$

$$p_i=\bar z_{i+1}t_{i+1,1}-t_{i+1,0},\qquad q_i=t_{i,0}-t_{i,1}.$$

With positive $t$ meaning tension, this is the external force that would hold the site against its bonds. It must vanish for a self-stress. The formula is `site_force`, obtained by expanding the finite sums for each of the three values of $i$.

Setting both Cartesian components to zero gives

$$e_{i+1,0}\,p_i+e_{i,0}\,q_i=0,\qquad e_{i+1,1}\,p_i+e_{i,1}\,q_i=0.$$

Multiply the first equation by $e_{i+1,1}$, the second by $e_{i+1,0}$, and subtract. The $p_i$ terms cancel, leaving $D_iq_i=0$. Multiply instead the second by $e_{i,0}$ and the first by $e_{i,1}$, and subtract; this leaves $D_ip_i=0$. Since $D_i\neq0$, both $p_i$ and $q_i$ vanish.

From $q_i=0$ we get $t_{i,0}=t_{i,1}$. The condition $p_i=0$ holds for every $i$, so it can be relabelled to refer to line $i$: $\bar z_it_{i,1}-t_{i,0}=0$. Together they give

$$(\bar z_i-1)\,t_{i,0}=0.$$

A line with $z_i\neq1$ therefore carries no tension, while a line with $z_i=1$ may carry any uniform tension. Conversely, every such choice makes all $p_i$ and $q_i$ vanish, so it is a self-stress.

This equivalence is `selfStress_iff`. Its intermediate statement `key` contains $q_i=0$ and $p_i=0$, and the two `linear_combination` steps inside it are the eliminations above. The relabelling uses `hc`, the identity $i+2+1=i$ modulo 3. The last `linear_combination` of the forward direction combines the two conditions into $(\bar z_i-1)t_{i,0}=0$.

## From tensions to displacements

A self-stress is now fixed by one free complex number for each line with $z_i=1$, so the self-stress space has dimension $\#\{i:z_i=1\}$. In `finrank_selfStress` the map `f` reads off these numbers. It is injective because the other tensions are either zero or equal to the one already read, and surjective because any chosen values can be spread uniformly along their lines.

For the zero modes, use rank–nullity. Both $C$ and $C^\dagger$ act on a six-dimensional space, and they have equal rank, so

$$\dim\ker C=6-\operatorname{rank}C=6-\operatorname{rank}C^\dagger=\dim\ker C^\dagger.$$

The proof of `finrank_zeroModes` takes rank–nullity for each matrix as `h1` and `h2`, the equality of ranks as `h3`, and leaves the arithmetic to `omega`.

The existence criterion has a slightly different proof in the file. If no $z_i$ equals one, every tension of a self-stress vanishes. If $z_i=1$ for some $i$, unit tension on both bonds of that line and zero elsewhere is a non-zero self-stress. The result passes to zero modes through the determinant: a square matrix has a non-zero kernel vector exactly when its determinant is zero, and $\det C^\dagger=\overline{\det C}$.

## Zero-mode lines of the regular lattice

For the regular kagome lattice, `regularBonds` sets

$$e_0=(1,0),\quad e_1=\left(-\tfrac12,\tfrac{\sqrt3}{2}\right),\quad e_2=\left(-\tfrac12,-\tfrac{\sqrt3}{2}\right).$$

Every $D_i$ equals $\sqrt3/2$, as computed in the proof of `regularBonds_witness`, so the three directions are pairwise independent. The bonds have unit length, so one lattice step along line $i$ is $2e_i$, and a real wavevector $k$ gives

$$z_i=\exp(2\mathrm i\,k\cdot e_i),$$

where $\mathrm i$ is the imaginary unit. Hence $z_i=1$ exactly when $2k\cdot e_i=2\pi n$ for some integer $n$, that is, when

$$k\cdot e_i=n\pi.$$

The theorem `regular_zeroMode_lines` states that a non-zero zero mode exists at $k$ if and only if this holds for some $i$ and some integer $n$. The condition describes three families of parallel straight lines in wavevector space, one for each bond direction. The proof applies the existence criterion and then `Complex.exp_eq_one_iff`, which turns $z_i=1$ into the condition on the phase.
